# Third-rank tensors invariant under the tetrahedral rotations are combinations of the Levi-Civita symbol and its absolute value

The theorem `isTetrahedral_iff` concerns real third-rank tensors in three dimensions, with no symmetry assumed among their indices. It states that such a tensor is unchanged by the 180° rotation about z and by the threefold rotation x → y → z → x exactly when its components are α|ε_abc| + βε_abc, for some real α and β. Here ε is the Levi-Civita symbol and the absolute value is taken component by component in the given axes. For the forward direction, the proof turns the two invariances into a sign rule and a cyclic rule for the components, takes α and β as half the sum and half the difference of T_xyz and T_xzy, and checks every component. The converse is also checked component by component.

In Lean, a first try:

```lean
import Mathlib

open Matrix

namespace TetrahedralRotorDipole

noncomputable section

/-- The rotation by 180 degrees about the z axis. -/
def twofoldZ : Matrix (Fin 3) (Fin 3) ℝ := !![-1, 0, 0; 0, -1, 0; 0, 0, 1]

/-- The threefold rotation that permutes the axes cyclically, x to y to z to x. -/
def threefold : Matrix (Fin 3) (Fin 3) ℝ := !![0, 0, 1; 1, 0, 0; 0, 1, 0]

/-- The action of a rotation on a third-rank tensor, one matrix factor for each index. -/
def rotateTensor (R : Matrix (Fin 3) (Fin 3) ℝ) (T : Fin 3 → Fin 3 → Fin 3 → ℝ) :
    Fin 3 → Fin 3 → Fin 3 → ℝ :=
  fun a b c => ∑ i, ∑ j, ∑ k, R a i * R b j * R c k * T i j k

/-- A tensor is tetrahedral if the twofold rotation about z and the cyclic permutation of
the axes leave it unchanged. -/
def IsTetrahedral (T : Fin 3 → Fin 3 → Fin 3 → ℝ) : Prop :=
  rotateTensor twofoldZ T = T ∧ rotateTensor threefold T = T

/-- The Levi-Civita symbol, listed as one antisymmetric matrix for each first index. -/
def leviCivita (a b c : Fin 3) : ℝ :=
  (![!![0, 0, 0; 0, 0, 1; 0, -1, 0],
     !![0, 0, -1; 0, 0, 0; 1, 0, 0],
     !![0, 1, 0; -1, 0, 0; 0, 0, 0]] : Fin 3 → Matrix (Fin 3) (Fin 3) ℝ) a b c

/-- The twofold rotation about z multiplies a tensor component by one sign for each index,
minus for x and y and plus for z. -/
theorem rotateTensor_twofoldZ (T : Fin 3 → Fin 3 → Fin 3 → ℝ) (a b c : Fin 3) :
    rotateTensor twofoldZ T a b c =
      twofoldZ a a * twofoldZ b b * twofoldZ c c * T a b c := by
  fin_cases a <;> fin_cases b <;> fin_cases c <;>
    simp [rotateTensor, twofoldZ, Fin.sum_univ_three]

/-- The threefold rotation shifts all three indices of a tensor cyclically. -/
theorem rotateTensor_threefold (T : Fin 3 → Fin 3 → Fin 3 → ℝ) (a b c : Fin 3) :
    rotateTensor threefold T a b c = T (a + 2) (b + 2) (c + 2) := by
  fin_cases a <;> fin_cases b <;> fin_cases c <;>
    simp [rotateTensor, threefold, Fin.sum_univ_three]

/-- Without any index symmetry, the tetrahedral tensors are exactly the combinations of the
Levi-Civita symbol and its absolute value. -/
theorem isTetrahedral_iff (T : Fin 3 → Fin 3 → Fin 3 → ℝ) :
    IsTetrahedral T ↔ ∃ α β : ℝ, ∀ a b c,
      T a b c = α * |leviCivita a b c| + β * leviCivita a b c := by
  constructor
  · rintro ⟨hz, hc⟩
    have z : ∀ a b c, twofoldZ a a * twofoldZ b b * twofoldZ c c * T a b c = T a b c := by
      intro a b c
      rw [← rotateTensor_twofoldZ, hz]
    have s : ∀ a b c, T (a + 2) (b + 2) (c + 2) = T a b c := by
      intro a b c
      rw [← rotateTensor_threefold, hc]
    refine ⟨(T 0 1 2 + T 0 2 1) / 2, (T 0 1 2 - T 0 2 1) / 2, ?_⟩
    intro a b c
    -- the sign rule and the cyclic rule along the orbit of the component (a, b, c)
    have h1 := z a b c
    have h2 := z (a + 1) (b + 1) (c + 1)
    have h3 := z (a + 2) (b + 2) (c + 2)
    have h4 := s a b c
    have h5 := s (a + 1) (b + 1) (c + 1)
    clear z s hz hc
    fin_cases a <;> fin_cases b <;> fin_cases c <;>
      simp [twofoldZ, leviCivita] at h1 h2 h3 h4 h5 ⊢ <;> linarith
  · rintro ⟨α, β, h⟩
    constructor
    · funext a b c
      rw [rotateTensor_twofoldZ, h]
      fin_cases a <;> fin_cases b <;> fin_cases c <;> simp [twofoldZ, leviCivita]
    · funext a b c
      rw [rotateTensor_threefold, h, h]
      fin_cases a <;> fin_cases b <;> fin_cases c <;> simp [leviCivita]

end

end TetrahedralRotorDipole
```

Compiling this gives:

```
Main.lean:57:10: error: Invalid rewrite argument: The pattern to be substituted is a metavariable (`?T (?a + 2) (?b + 2)
  (?c + 2)`) in this equality
  ?T (?a + 2) (?b + 2) (?c + 2) = rotateTensor threefold ?T ?a ?b ?c
```

Diagnosis. The error arises in the proof of the cyclic rule `s`. The rewrite `← rotateTensor_threefold` uses that lemma from right to left, so the pattern to look for is its right-hand side, `T (a + 2) (b + 2) (c + 2)`. With no arguments given, the tensor itself is still an unknown, and the pattern is `?T (?a + 2) (?b + 2) (?c + 2)`. An unknown function applied to arguments gives `rw` no fixed head symbol to search for, and Lean rejects it as a metavariable pattern.

The similar rewrite with `rotateTensor_twofoldZ` just above escapes this, because its right-hand side is a product and so has multiplication at its head.

The repair supplies the arguments: `rotateTensor_threefold T a b c`. The pattern is now the concrete left side of the goal, which becomes `rotateTensor threefold T a b c`. The hypothesis `hc` then replaces `rotateTensor threefold T` by `T`, leaving an equality with identical sides, which `rw` closes.

This version goes through:

```diff
@@ -55,5 +55,5 @@
     have s : ∀ a b c, T (a + 2) (b + 2) (c + 2) = T a b c := by
       intro a b c
-      rw [← rotateTensor_threefold, hc]
+      rw [← rotateTensor_threefold T a b c, hc]
     refine ⟨(T 0 1 2 + T 0 2 1) / 2, (T 0 1 2 - T 0 2 1) / 2, ?_⟩
     intro a b c
```
